# When a growing level shift stalls a soft mode: a divergent-sum criterion

The self-consistent-field error is modelled here as one real number e_k, the amplitude of a single soft orbital rotation away from the converged solution. Its curvature m and bare gap w stay fixed during the iteration, and only the level shift b_k changes from step to step. The linear, one-mode update below is postulated, not derived from the Roothaan equations, so nonlinear effects and coupling between modes are absent.

```lean
import Mathlib

open Filter Topology

namespace LevelShiftSchedule
```

## The level-shifted update

In a calculation, one builds the Fock matrix from the current orbitals, raises the virtual levels by b_k and diagonalises. To first order, an occupied orbital i then mixes with a virtual orbital a by the amplitude

−F_ai / (ε_a − ε_i + b_k),

where F_ai is the Fock matrix element between them and ε_i, ε_a are their energies. For a single mode close to convergence, F_ai is proportional to the error, F_ai = m e_k, and ε_a − ε_i is the gap w. Adding the rotation to the present error gives

e_(k+1) = e_k − m e_k / (w + b_k) = (1 − m/(w + b_k)) e_k.

In Lean, `softMode m w b e₀ k` is e_k. The shifts form a function `b : ℕ → ℝ`, and the first step uses b_0.

```lean
/-- Error of a soft mode of curvature `m` and bare gap `w` after successive level-shifted steps
with shifts `b k`, starting from `e₀`. The domain is `w + b k ≠ 0` for all `k`. -/
noncomputable def softMode (m w : ℝ) (b : ℕ → ℝ) (e₀ : ℝ) : ℕ → ℝ
  | 0 => e₀
  | k + 1 => (1 - m / (w + b k)) * softMode m w b e₀ k
```

## The error as a product of damping factors

Applying the update n times gives

e_n = e_0 ∏_(k=0)^(n−1) (1 − m/(w + b_k)).

For n = 0 the product is empty and equals 1. `Finset.range n` supplies the indices 0 to n − 1, and the proof is an induction that splits off the last factor.

```lean
variable {m w e₀ : ℝ} {b : ℕ → ℝ}

/-- The error after `n` steps is the initial error times the product of the damping factors. -/
theorem softMode_eq_prod (m w : ℝ) (b : ℕ → ℝ) (e₀ : ℝ) (n : ℕ) :
    softMode m w b e₀ n = e₀ * ∏ k ∈ Finset.range n, (1 - m / (w + b k)) := by
  induction n with
  | zero => simp [softMode]
  | succ n ih =>
    rw [softMode, ih, Finset.prod_range_succ]
    ring
```

## Exponential bounds on one factor

Write d = w + b_k and assume 0 < m < d. The factor 1 − m/d then lies strictly between 0 and 1, so a step reduces the error without changing its sign. Both bounds come from 1 + x ≤ exp(x). Taking x = −m/d gives

1 − m/d ≤ exp(−m/d).

Taking x = m/(d − m) gives d/(d − m) ≤ exp(m/(d − m)). Both sides are positive, so inverting them reverses the inequality:

exp(−m/(d − m)) ≤ 1 − m/d.

The code uses `Real.add_one_le_exp` for each bound and `inv_anti₀` for the inversion.

```lean
/-- For curvature `m > 0` and shifted gap `d > m`, the damping factor `1 - m / d` of one step
lies between two exponentials. -/
theorem factor_bounds {d : ℝ} (hm : 0 < m) (hd : m < d) :
    Real.exp (-(m / (d - m))) ≤ 1 - m / d ∧ 1 - m / d ≤ Real.exp (-(m / d)) := by
  have hdm : 0 < d - m := sub_pos.mpr hd
  have hd0 : 0 < d := hm.trans hd
  constructor
  · -- the inverse factor is 1 + m / (d - m), which is at most an exponential
    have h := Real.add_one_le_exp (m / (d - m))
    have h1 : m / (d - m) + 1 = d / (d - m) := by
      rw [eq_div_iff hdm.ne', add_mul, div_mul_cancel₀ _ hdm.ne']
      ring
    have h2 : 1 - m / d = (d / (d - m))⁻¹ := by
      rw [inv_div, sub_div, div_self hd0.ne']
    rw [h1] at h
    rw [Real.exp_neg, h2]
    exact inv_anti₀ (div_pos hd0 hdm) h
  · have h := Real.add_one_le_exp (-(m / d))
    linarith
```

## Bounds on the accumulated error

Multiplying the bounds for k = 0, …, n − 1 turns the products of exponentials into exponentials of sums:

|e_0| exp(−∑_(k<n) m/(w + b_k − m)) ≤ |e_n| ≤ |e_0| exp(−∑_(k<n) m/(w + b_k)).

The hypothesis `hb` is m < w + b_k at every step. Neither w nor b_k needs a sign of its own. `Real.exp_sum` converts between sums and products, and `Finset.prod_le_prod` multiplies the inequalities.

```lean
/-- If `0 < m < w + b k` at every step, the absolute error after `n` steps is at least `|e₀|` times
the exponential of minus the sum of `m / (w + b k - m)` over `k < n`, and at most `|e₀|` times the
exponential of minus the sum of `m / (w + b k)` over `k < n`. -/
theorem error_bounds (hm : 0 < m) (hb : ∀ k, m < w + b k) (n : ℕ) :
    |e₀| * Real.exp (-∑ k ∈ Finset.range n, m / (w + b k - m)) ≤ |softMode m w b e₀ n| ∧
    |softMode m w b e₀ n| ≤ |e₀| * Real.exp (-∑ k ∈ Finset.range n, m / (w + b k)) := by
  have hpos : ∀ k, 0 < 1 - m / (w + b k) := fun k =>
    (Real.exp_pos _).trans_le (factor_bounds hm (hb k)).1
  rw [softMode_eq_prod, abs_mul, abs_of_pos (Finset.prod_pos fun k _ => hpos k),
    ← Finset.sum_neg_distrib, ← Finset.sum_neg_distrib, Real.exp_sum, Real.exp_sum]
  constructor
  · exact mul_le_mul_of_nonneg_left (Finset.prod_le_prod (fun k _ => (Real.exp_pos _).le)
      fun k _ => (factor_bounds hm (hb k)).1) (abs_nonneg _)
  · exact mul_le_mul_of_nonneg_left (Finset.prod_le_prod (fun k _ => (hpos k).le)
      fun k _ => (factor_bounds hm (hb k)).2) (abs_nonneg _)
```

## A convergent sum leaves a nonzero error

Suppose that e_0 ≠ 0 and that ∑ 1/(w + b_k) converges, still with 0 < m < w + b_k at every step. Its terms tend to zero, so eventually w + b_k > 2m. From then on w + b_k − m > (w + b_k)/2, and therefore

m/(w + b_k − m) < 2m/(w + b_k).

Hence S = ∑ m/(w + b_k − m) is finite too, which is `hs'` in the code. The product of damping factors decreases with n but never falls below exp(−S) > 0. It therefore has a limit P ≥ exp(−S), and

e_n → L = e_0 P ≠ 0.

The lower bound is `hlow`, the monotonicity is `hanti`, and `tendsto_atTop_ciInf` provides the limit.

In such a run the orbital change per step, m e_k/(w + b_k), tends to zero while the gradient m e_k tends to m L. A threshold on the orbital change alone can thus be met although the mode has not converged.

```lean
/-- Stalling: if `0 < m < w + b k` at every step and the inverse shifted gaps have a finite sum,
a nonzero initial error converges to a nonzero limit. -/
theorem stalls_of_summable (hm : 0 < m) (hb : ∀ k, m < w + b k) (he : e₀ ≠ 0)
    (hs : Summable fun k => 1 / (w + b k)) :
    ∃ L, L ≠ 0 ∧ Tendsto (softMode m w b e₀) atTop (𝓝 L) := by
  have hpos : ∀ k, 0 < 1 - m / (w + b k) := fun k =>
    (Real.exp_pos _).trans_le (factor_bounds hm (hb k)).1
  -- eventually the shifted gap exceeds 2m, so the exponents of the lower bound are summable
  have hs' : Summable fun k => m / (w + b k - m) := by
    have hev := hs.tendsto_atTop_zero.eventually_lt_const (by positivity : 0 < 1 / (2 * m))
    refine Summable.of_norm_bounded_eventually_nat
      (g := fun k => 2 * m * (1 / (w + b k))) (hs.mul_left (2 * m)) ?_
    filter_upwards [hev] with k hk
    have hd : 0 < w + b k - m := sub_pos.mpr (hb k)
    have hD : 0 < w + b k := hm.trans (hb k)
    rw [div_lt_div_iff₀ hD (by positivity)] at hk
    rw [Real.norm_of_nonneg (div_nonneg hm.le hd.le), mul_one_div, div_le_div_iff₀ hd hD]
    nlinarith [mul_pos hm (by linarith : 0 < w + b k - 2 * m)]
  -- the decreasing product of damping factors stays above a positive constant
  have hlow : ∀ n, Real.exp (-∑' k, m / (w + b k - m)) ≤
      ∏ k ∈ Finset.range n, (1 - m / (w + b k)) := by
    intro n
    have h := (error_bounds (e₀ := 1) hm hb n).1
    rw [softMode_eq_prod, abs_one, one_mul, one_mul,
      abs_of_pos (Finset.prod_pos fun k _ => hpos k)] at h
    refine le_trans (Real.exp_le_exp.mpr (neg_le_neg ?_)) h
    exact hs'.sum_le_tsum (Finset.range n)
      (fun k _ => div_nonneg hm.le (sub_pos.mpr (hb k)).le)
  have hanti : Antitone fun n => ∏ k ∈ Finset.range n, (1 - m / (w + b k)) := by
    refine antitone_nat_of_succ_le fun n => ?_
    rw [Finset.prod_range_succ]
    have hx : 0 < m / (w + b n) := div_pos hm (hm.trans (hb n))
    exact mul_le_of_le_one_right (Finset.prod_pos fun k _ => hpos k).le (by linarith)
  have hlim := tendsto_atTop_ciInf hanti ⟨_, by rintro _ ⟨n, rfl⟩; exact hlow n⟩
  have hL := (Real.exp_pos _).trans_le (ge_of_tendsto' hlim hlow)
  exact ⟨_, mul_ne_zero he hL.ne',
    (hlim.const_mul e₀).congr fun n => (softMode_eq_prod m w b e₀ n).symm⟩
```

## The convergence criterion

If e_n → 0, the sum cannot converge, since the error would then also have a nonzero limit. Conversely, if the sum diverges, its positive terms make the partial sums grow without bound, and

|e_n| ≤ |e_0| exp(−m ∑_(k<n) 1/(w + b_k)) → 0.

Thus, for e_0 ≠ 0 and 0 < m < w + b_k at every step,

e_n → 0 if and only if ∑ 1/(w + b_k) diverges.

In Lean, divergence is written `¬ Summable`. The forward direction uses uniqueness of limits, and the reverse direction squeezes the error with `squeeze_zero_norm`.

The strict inequality cannot be weakened to m ≤ w + b_k: if m = w + b_0, the first step removes the error completely, even if later shifts make the sum converge.

```lean
/-- If `0 < m < w + b k` at every step, a nonzero initial error of the soft mode tends to zero
exactly when the sum of the inverse shifted gaps `1 / (w + b k)` diverges. -/
theorem tendsto_zero_iff (hm : 0 < m) (hb : ∀ k, m < w + b k) (he : e₀ ≠ 0) :
    Tendsto (softMode m w b e₀) atTop (𝓝 0) ↔ ¬ Summable fun k => 1 / (w + b k) := by
  constructor
  · intro h hs
    obtain ⟨L, hL, hlim⟩ := stalls_of_summable hm hb he hs
    exact hL (tendsto_nhds_unique hlim h)
  · intro hns
    have hdiv := (not_summable_iff_tendsto_nat_atTop_of_nonneg
      (fun k => one_div_nonneg.mpr (hm.trans (hb k)).le)).mp hns
    -- the exponential upper bound tends to zero
    have ht := (Real.tendsto_exp_neg_atTop_nhds_zero.comp
      (hdiv.const_mul_atTop hm)).const_mul |e₀|
    rw [mul_zero] at ht
    refine squeeze_zero_norm (fun n => ?_) ht
    have hsum : ∑ k ∈ Finset.range n, m / (w + b k) =
        m * ∑ k ∈ Finset.range n, 1 / (w + b k) := by
      rw [Finset.mul_sum]
      exact Finset.sum_congr rfl fun k _ => (mul_one_div _ _).symm
    have h := (error_bounds (e₀ := e₀) hm hb n).2
    rw [hsum] at h
    exact h
```

Two schedules can be multiplied out explicitly. If w + b_k = m(k + 2), the factors are (k + 1)/(k + 2) and

e_n = e_0/(n + 1),

which tends to zero, though slowly. If w + b_k = m(k + 2)², the factors are (k + 1)(k + 3)/(k + 2)² and

e_n = e_0 (n + 2)/(2(n + 1)) → e_0/2.

Half of the initial error is never removed.

## Bounded shifts give geometric decay

If b_k ≤ B for every k, then m/(w + b_k) ≥ m/(w + B). Each factor is at most 1 − m/(w + B), so

|e_n| ≤ (1 − m/(w + B))^n |e_0|.

The ratio lies strictly between 0 and 1 because m < w + b_0 ≤ w + B. The induction multiplies the bound for one step by the bound already obtained. For a constant shift b_k = B the inequality is an equality.

```lean
/-- If `0 < m < w + b k` and the shifts never exceed `B`, the error decays at least
geometrically with ratio `1 - m / (w + B)`. -/
theorem geometric_of_bounded_shift {B : ℝ} (hm : 0 < m) (hb : ∀ k, m < w + b k)
    (hB : ∀ k, b k ≤ B) (n : ℕ) :
    |softMode m w b e₀ n| ≤ (1 - m / (w + B)) ^ n * |e₀| := by
  induction n with
  | zero => simp [softMode]
  | succ n ih =>
    have hf : 0 < 1 - m / (w + b n) :=
      (Real.exp_pos _).trans_le (factor_bounds hm (hb n)).1
    have h1 : 1 - m / (w + b n) ≤ 1 - m / (w + B) := by
      have h := div_le_div_of_nonneg_left hm.le (hm.trans (hb n))
        (by linarith [hB n] : w + b n ≤ w + B)
      linarith
    rw [softMode, abs_mul, abs_of_pos hf, pow_succ', mul_assoc]
    exact mul_le_mul h1 ih (abs_nonneg _) (hf.le.trans h1)
```

## Linear growth is the borderline power law

Now let b_k = c(k + 1)^p with c > 0, real p and 0 < m < w. The last condition ensures m < w + b_k for every k. If p > 1, then

1/(w + c(k + 1)^p) ≤ (1/c) · 1/(k + 1)^p,

and the right-hand side has a finite sum, so the error stalls. If p ≤ 1, then (k + 1)^p ≤ k + 1, hence w + c(k + 1)^p ≤ (w + c)(k + 1) and

1/(k + 1) ≤ (w + c)/(w + c(k + 1)^p).

A finite sum on the right would make the harmonic series converge, which is false. For nonzero e_0, the error therefore vanishes exactly when p ≤ 1. The code makes both comparisons with `Summable.of_nonneg_of_le`. In this one-mode model, a shift may grow linearly with the iteration number without preventing convergence, but any faster power law leaves a residual error.

```lean
/-- For `0 < m < w` and the power-law schedule `b k = c (k + 1) ^ p` with `c > 0`, a nonzero
initial error tends to zero exactly when `p ≤ 1`. -/
theorem power_schedule {c p : ℝ} (hm : 0 < m) (hmw : m < w) (hc : 0 < c) (he : e₀ ≠ 0) :
    Tendsto (softMode m w (fun k => c * ((k : ℝ) + 1) ^ p) e₀) atTop (𝓝 0) ↔ p ≤ 1 := by
  have hpw : ∀ k : ℕ, 0 < ((k : ℝ) + 1) ^ p := fun k =>
    Real.rpow_pos_of_pos (by positivity) p
  have hshift : ∀ k : ℕ, m < w + c * ((k : ℝ) + 1) ^ p := fun k => by
    have h := mul_pos hc (hpw k)
    linarith
  refine (tendsto_zero_iff (b := fun k : ℕ => c * ((k : ℝ) + 1) ^ p) hm hshift he).trans ?_
  constructor
  · -- faster than linear growth: compare with a convergent p-series
    intro hns
    by_contra hp
    apply hns
    have h1 : Summable fun k : ℕ => 1 / ((k : ℝ) + 1) ^ p := by
      have h := (summable_nat_add_iff 1).mpr
        (Real.summable_one_div_nat_rpow.mpr (not_le.mp hp))
      simpa only [Nat.cast_add, Nat.cast_one] using h
    refine Summable.of_nonneg_of_le
      (fun k => one_div_nonneg.mpr (hm.trans (hshift k)).le) (fun k => ?_) (h1.mul_left (1 / c))
    rw [div_mul_div_comm, one_mul]
    exact one_div_le_one_div_of_le (mul_pos hc (hpw k)) (by linarith)
  · -- at most linear growth: compare with the harmonic series
    intro hp hs
    apply Real.not_summable_one_div_natCast
    rw [← summable_nat_add_iff 1]
    refine Summable.of_nonneg_of_le
      (fun k => one_div_nonneg.mpr (Nat.cast_nonneg _)) (fun k => ?_) (hs.mul_left (w + c))
    have hX : ((k : ℝ) + 1) ^ p ≤ (k : ℝ) + 1 := by
      have h := Real.rpow_le_rpow_of_exponent_le
        (by linarith [Nat.cast_nonneg (α := ℝ) k] : (1 : ℝ) ≤ (k : ℝ) + 1) hp
      rwa [Real.rpow_one] at h
    rw [Nat.cast_add, Nat.cast_one, mul_one_div,
      div_le_div_iff₀ (by positivity) (hm.trans (hshift k))]
    nlinarith [mul_le_mul_of_nonneg_left hX hc.le,
      mul_nonneg (hm.trans hmw).le (Nat.cast_nonneg (α := ℝ) k)]

end LevelShiftSchedule
```

```lean
#print axioms LevelShiftSchedule.tendsto_zero_iff
-- 'LevelShiftSchedule.tendsto_zero_iff' depends on axioms: [propext, Classical.choice, Quot.sound]
#print axioms LevelShiftSchedule.geometric_of_bounded_shift
-- 'LevelShiftSchedule.geometric_of_bounded_shift' depends on axioms: [propext, Classical.choice, Quot.sound]
#print axioms LevelShiftSchedule.power_schedule
-- 'LevelShiftSchedule.power_schedule' depends on axioms: [propext, Classical.choice, Quot.sound]
```
